# One irreducible multiplet, one energy: Schur's lemma for a self-adjoint Hamiltonian

## Two states and two mirrors

Take states $v=(v_0,v_1)\in\mathbb C^2$, the amplitudes of an $x$-like and a $y$-like orbital, and two reflections, $\sigma_v(v_0,v_1)=(v_0,-v_1)$ and $\sigma_d(v_0,v_1)=(v_1,v_0)$. Let $H$ be a $2\times2$ matrix with entries $H_{jk}$, $j,k\in\{0,1\}$, that commutes with both. The equation $\sigma_vH=H\sigma_v$ gives $H_{01}=-H_{01}$ and $H_{10}=-H_{10}$, so $H$ is diagonal; $\sigma_dH=H\sigma_d$ then gives $H_{00}=H_{11}$. If $H$ is Hermitian, $H_{00}=E$ is real and $H=E\,\mathbb 1$.

The same result follows without matrix entries. If $Hv=\mu v$ with $v\ne0$, then $H\sigma_vv=\sigma_vHv=\mu\,\sigma_vv$, and likewise for $\sigma_d$. The states reached from $v$ by the mirrors and by superposition fill the whole plane, so every state has the eigenvalue $\mu$. This second argument generalises.

## The general argument by hand

Let $G$ be a group, $V$ a complex inner-product space and $D$ a representation: linear operators $D(g)$ on $V$ with $D(gh)=D(g)D(h)$ and $D(e)=\mathbb 1$ for the neutral element $e$. A subspace is invariant if every $D(g)$ maps it into itself. Let $W\ne0$ be a finite-dimensional invariant subspace that contains no invariant subspace except $0$ and $W$, and let $A$ be a linear operator that commutes with every $D(g)$ and maps $W$ into $W$.

1. If $Av=\mu v$, then $A\,D(g)v=D(g)Av=\mu\,D(g)v$, so $\ker(A-\mu)$ is invariant.
2. The restriction of $A$ to $W$ has an eigenvector $w\ne0$ with some eigenvalue $\mu\in\mathbb C$.
3. The intersection $W\cap\ker(A-\mu)$ is invariant and contains $w$, hence equals $W$. So $Av=\mu v$ for all $v\in W$.
4. If $A=H$ is self-adjoint, take $v\ne0$ in $W$. Then $\bar\mu\langle v,v\rangle=\langle Hv,v\rangle=\langle v,Hv\rangle=\mu\langle v,v\rangle$, so $\mu=E$ is real.
5. If $Hv=E'v$ as well, then $(E'-E)v=0$ and $E'=E$.
6. For $W=V$ this reads $H=E\,\mathbb 1$. For general $A=\mu\mathbb 1$, the trace gives $\operatorname{tr}A=\mu\dim V$.

In electronic structure this is the symmetry-enforced degeneracy of levels: orbitals spanning one irreducible multiplet of a point group share one energy, provided the multiplet is finite-dimensional and the one-electron Hamiltonian commutes exactly with the group and does not lead out of the multiplet.

## The objects in Lean

```lean
import Mathlib

open scoped InnerProductSpace

namespace SchurDegeneracy

noncomputable section

variable {G : Type*} [Group G] {V : Type*} [NormedAddCommGroup V] [InnerProductSpace ℂ V]
```

Linear operators on $V$ form `Module.End ℂ V`, where `*` is composition and `1` the identity. A representation is a homomorphism `D : G →* Module.End ℂ V`. Operators are defined on all of $V$, neither continuity nor completeness is assumed, and $D(g)$ is not required to be unitary. The bracket `⟪u, v⟫_ℂ` is conjugate-linear in its first argument, as in Dirac notation.

```lean
/-- A subspace of states is invariant if every symmetry operation maps it into itself. -/
def Invariant (D : G →* Module.End ℂ V) (W : Submodule ℂ V) : Prop :=
  ∀ g, ∀ v ∈ W, D g v ∈ W

/-- The representation has no invariant subspace except `0` and the whole space. -/
def IrreducibleRep (D : G →* Module.End ℂ V) : Prop :=
  ∀ U, Invariant D U → U = ⊥ ∨ U = ⊤
```

Here `⊥` is the zero subspace and `⊤` is $V$. All linear subspaces are tested, closed or not. The zero space satisfies `IrreducibleRep`, so $V\ne0$ appears separately in the theorems.

```lean
/-- A multiplet is a nonzero invariant subspace whose only invariant subspaces are `0` and
itself. -/
def Multiplet (D : G →* Module.End ℂ V) (W : Submodule ℂ V) : Prop :=
  W ≠ ⊥ ∧ Invariant D W ∧ ∀ U ≤ W, Invariant D U → U = ⊥ ∨ U = W
```

A `Multiplet` is the subspace $W$ of the argument; being nonzero is part of its definition.

```lean
/-- The operator `A` commutes with every symmetry operation `D g`. -/
def Commutes (D : G →* Module.End ℂ V) (A : Module.End ℂ V) : Prop :=
  ∀ g, D g * A = A * D g

/-- The average of `D g * A * D g⁻¹` over a finite group. -/
def groupAverage [Fintype G] (D : G →* Module.End ℂ V) (A : Module.End ℂ V) :
    Module.End ℂ V :=
  (Fintype.card G : ℂ)⁻¹ • ∑ g, D g * A * D g⁻¹
```

The last definition is $\bar A=|G|^{-1}\sum_gD(g)\,A\,D(g^{-1})$, with $|G|$ the order of a finite group. The counter-examples given with each hypothesis are reasoning on paper and are not statements of the Lean file.

## The operator commutes with the group

Physically, `Commutes D H` says that the group is an exact symmetry of the Hamiltonian. The argument by hand uses it in step 1 and nowhere else.

```lean
/-- Every eigenspace of an operator commuting with the representation is invariant. -/
theorem eigenspace_invariant {D : G →* Module.End ℂ V} {A : Module.End ℂ V}
    (hA : Commutes D A) (μ : ℂ) : Invariant D (A.eigenspace μ) := by
  intro g v hv
  rw [Module.End.mem_eigenspace_iff] at hv ⊢
  have h : D g (A v) = A (D g v) := LinearMap.congr_fun (hA g) v
  rw [← h, hv, map_smul]
```

The proof evaluates the operator identity `hA g` on `v`, which gives `D g (A v) = A (D g v)`, then substitutes $Av=\mu v$ and pulls $\mu$ through $D(g)$ with `map_smul`. No dimension and no inner product enter.

Without it, keep the two mirrors on $\mathbb C^2$ and take $H=\operatorname{diag}(1,2)$. It is self-adjoint and the representation is irreducible, yet there are two energies: $\sigma_d$ carries the eigenspace of $1$ onto the eigenspace of $2$.

## The multiplet: irreducible, finite-dimensional, complex, preserved

Four conditions carry steps 2 and 3.

```lean
/-- Schur's lemma on a multiplet: an operator commuting with the representation and mapping a
finite-dimensional multiplet into itself acts on it as a complex number. -/
theorem schur_on_multiplet {D : G →* Module.End ℂ V} {W : Submodule ℂ V}
    [FiniteDimensional ℂ W] (hW : Multiplet D W) {A : Module.End ℂ V} (hA : Commutes D A)
    (hAW : ∀ v ∈ W, A v ∈ W) : ∃ μ : ℂ, ∀ v ∈ W, A v = μ • v := by
  have : Nontrivial W := Submodule.nontrivial_iff_ne_bot.mpr hW.1
  -- over ℂ the restriction of A to W has an eigenvector
  obtain ⟨μ, hμ⟩ := Module.End.exists_eigenvalue (A.restrict hAW : Module.End ℂ W)
  obtain ⟨w, hw⟩ := hμ.exists_hasEigenvector
  have hAw : A (w : V) = μ • (w : V) := congrArg Subtype.val hw.apply_eq_smul
  have hinv : Invariant D (W ⊓ A.eigenspace μ) := fun g v hv =>
    ⟨hW.2.1 g v hv.1, eigenspace_invariant hA μ g v hv.2⟩
  -- the eigenspace inside W is invariant and nonzero, hence all of W
  rcases hW.2.2 _ inf_le_left hinv with h | h
  · have hm : (w : V) ∈ W ⊓ A.eigenspace μ :=
      ⟨w.2, Module.End.mem_eigenspace_iff.mpr hAw⟩
    rw [h, Submodule.mem_bot] at hm
    exact absurd (Subtype.ext hm) hw.2
  · refine ⟨μ, fun v hv => ?_⟩
    have hm : v ∈ W ⊓ A.eigenspace μ := by
      rw [h]
      exact hv
    exact Module.End.mem_eigenspace_iff.mp hm.2
```

**Irreducibility** means that the symmetry operations and superposition connect any nonzero state of $W$ with all the others. It is used in step 3, in Lean as `hW.2.2` applied to `W ⊓ A.eigenspace μ`, whose invariance `hinv` combines the invariance of $W$ with `eigenspace_invariant`. The first branch of the `rcases` excludes the zero subspace, since it would force $w=0$ against `hw.2`; the second reads off $Av=\mu v$. If only $\sigma_v$ is kept, both axes of the plane are invariant, and $H=\operatorname{diag}(1,2)$ commutes with the group while having two energies.

**Finite dimension and complex scalars** supply the eigenvalue of step 2, as a root of the characteristic polynomial; in Lean this is `Module.End.exists_eigenvalue`, which also needs $W\ne0$. Only $W$ has to be finite-dimensional, so $V$ may be an infinite-dimensional function space, provided that the operators are defined on all of it and map it into itself. For infinite dimension, let the nonzero rational functions of a variable $t$ act by multiplication on the space of all complex rational functions. Any nonzero $f$ is carried to any nonzero $f'$ by the factor $f'/f$, so the action is irreducible. Multiplication by $t$ commutes with it and has no eigenvalue, because $(t-\mu)f=0$ forces $f=0$. This example concerns step 2 for a general $A$ and involves no self-adjointness. For real scalars, the rotations by multiples of $90^\circ$ act irreducibly on $\mathbb R^2$, and the quarter turn commutes with them without being a multiple of the identity. The quarter turn is not symmetric, however. A real symmetric matrix always has a real eigenvalue, so for a real symmetric Hamiltonian steps 2 and 3 also work with real scalars.

**That $A$ maps $W$ into $W$** is the hypothesis `hAW`, assumed and not derived from commutation; it is what makes `A.restrict hAW` an operator on $W$. It can fail when the same irreducible representation occurs more than once in $V$, since $A$ may couple the copies. With the trivial group on $\mathbb C^2$, the axis $v_1=0$ is a multiplet, and $H=\sigma_d$ is self-adjoint and commutes with the group, but sends $(1,0)$ to $(0,1)$.

The statement is the part of Schur's lemma about one operator on one irreducible space. Maps between two different multiplets, and their vanishing for inequivalent representations, are not treated.

## Self-adjointness and a nonzero state

`LinearMap.IsSymmetric H` is $\langle Hu,v\rangle=\langle u,Hv\rangle$ for all $u,v\in V$, the condition that expectation values are real. It is used only in step 4. This condition is what "self-adjoint" means throughout this text; for an unbounded operator on a dense domain of a Hilbert space, self-adjointness in the usual sense is a stronger requirement.

```lean
/-- A self-adjoint Hamiltonian commuting with the representation and mapping a
finite-dimensional multiplet into itself has exactly one real energy `E` with `H v = E v` for all
states `v` of the multiplet. -/
theorem multiplet_energy {D : G →* Module.End ℂ V} {W : Submodule ℂ V}
    [FiniteDimensional ℂ W] (hW : Multiplet D W) {H : Module.End ℂ V}
    (hH : LinearMap.IsSymmetric H) (hD : Commutes D H) (hHW : ∀ v ∈ W, H v ∈ W) :
    ∃! E : ℝ, ∀ v ∈ W, H v = (E : ℂ) • v := by
  obtain ⟨μ, hμ⟩ := schur_on_multiplet hW hD hHW
  obtain ⟨v, hv, hv0⟩ := Submodule.exists_mem_ne_zero_of_ne_bot hW.1
  -- ⟪Hv, v⟫ = ⟪v, Hv⟫ makes μ real
  have h : ⟪H v, v⟫_ℂ = ⟪v, H v⟫_ℂ := hH v v
  rw [hμ v hv, inner_smul_left, inner_smul_right] at h
  have hre : (μ.re : ℂ) = μ :=
    Complex.conj_eq_iff_re.mp (mul_right_cancel₀ (inner_self_ne_zero.mpr hv0) h)
  refine ⟨μ.re, fun u hu => by rw [hre]; exact hμ u hu, fun E hE => ?_⟩
  have h0 : ((E : ℂ) - μ) • v = 0 := by rw [sub_smul, ← hE v hv, hμ v hv, sub_self]
  have hEμ : (E : ℂ) = μ := sub_eq_zero.mp ((smul_eq_zero.mp h0).resolve_right hv0)
  rw [← hEμ, Complex.ofReal_re]
```

Read in words: there is exactly one real $E$ with $Hv=Ev$ for every $v\in W$. The proof takes $\mu$ from `schur_on_multiplet` and a nonzero `v` from `hW.1`. The rewrites `inner_smul_left` and `inner_smul_right` turn `hH v v` into $\bar\mu\langle v,v\rangle=\mu\langle v,v\rangle$, and `mul_right_cancel₀` cancels $\langle v,v\rangle\neq0$. The vector is not normalised; for $\hat v=v/\lVert v\rVert$ the energy is $E=\langle\hat v,H\hat v\rangle$. Uniqueness is `h0`, the equation $(E-\mu)v=0$ of step 5 for any competing real $E$.

Without self-adjointness, $H=i\,\mathbb 1$ commutes with everything and is a scalar, but not a real one.

The theorem speaks of one given multiplet. It does not say that $V$ decomposes into multiplets, and it does not say that different multiplets have different energies.

## The whole space as a multiplet

```lean
/-- On a nonzero finite-dimensional space with an irreducible representation, a self-adjoint
Hamiltonian commuting with every `D g` is `E` times the identity for exactly one real `E`. -/
theorem hamiltonian_eq_real_scalar [FiniteDimensional ℂ V] [Nontrivial V]
    {D : G →* Module.End ℂ V} (hirr : IrreducibleRep D) {H : Module.End ℂ V}
    (hH : LinearMap.IsSymmetric H) (hD : Commutes D H) :
    ∃! E : ℝ, H = (E : ℂ) • (1 : Module.End ℂ V) := by
  have hW : Multiplet D ⊤ := ⟨top_ne_bot, fun _ _ _ => trivial, fun U _ hU => hirr U hU⟩
  obtain ⟨E, hE, huniq⟩ := multiplet_energy hW hH hD (fun _ _ => trivial)
  exact ⟨E, LinearMap.ext fun v => hE v trivial,
    fun E' hE' => huniq E' fun v _ => LinearMap.congr_fun hE' v⟩
```

This is the main statement: $V$ finite-dimensional and nonzero (`Nontrivial V`), $D$ irreducible, $H$ self-adjoint and commuting with every $D(g)$; then $H=E\,\mathbb 1$ for exactly one real $E$. The proof shows `Multiplet D ⊤`, where `top_ne_bot` uses $V\ne0$, invariance is automatic and the third clause is `hirr`. That $H$ maps $V$ into $V$ needs no assumption, `LinearMap.ext` turns the equation for each state into the operator equation, and `LinearMap.congr_fun` goes back for the uniqueness. At $\dim V=1$ every representation is irreducible and the theorem says that a self-adjoint $1\times1$ matrix is a real number. For $V=0$ all other hypotheses hold and $H=E\,\mathbb 1$ is true for every $E$, so uniqueness fails.

```lean
/-- On a nonzero finite-dimensional space, an operator commuting with an irreducible
representation is its trace divided by the dimension, times the identity. -/
theorem commuting_eq_mean_trace [FiniteDimensional ℂ V] [Nontrivial V]
    {D : G →* Module.End ℂ V} (hirr : IrreducibleRep D) {A : Module.End ℂ V}
    (hA : Commutes D A) :
    A = (LinearMap.trace ℂ V A / (Module.finrank ℂ V : ℂ)) • (1 : Module.End ℂ V) := by
  have hW : Multiplet D ⊤ := ⟨top_ne_bot, fun _ _ _ => trivial, fun U _ hU => hirr U hU⟩
  obtain ⟨μ, hμ⟩ := schur_on_multiplet hW hA (fun _ _ => trivial)
  obtain rfl : A = μ • (1 : Module.End ℂ V) := LinearMap.ext fun v => hμ v trivial
  have hd : (Module.finrank ℂ V : ℂ) ≠ 0 := Nat.cast_ne_zero.mpr Module.finrank_pos.ne'
  rw [map_smul, LinearMap.trace_one, smul_eq_mul, mul_div_assoc, div_self hd, mul_one]
```

Here $A$ need not be self-adjoint, and the scalar is $\operatorname{tr}A/\dim V$, the mean of the diagonal entries in any basis. After $A$ is replaced by $\mu\mathbb 1$, `LinearMap.trace_one` gives $\operatorname{tr}\mathbb 1=\dim V$, and `hd` supplies $\dim V\ne0$ for the division, a second use of $V\neq0$.

## A finite group

No result so far restricts $G$, and none of the proofs uses products or inverses in $G$. Finiteness enters through the sum that defines $\bar A$, for an arbitrary operator $A$. For $h\in G$, use $D(g^{-1})=D((hg)^{-1})D(h)$:
$$D(h)\bar A=\frac1{|G|}\sum_gD(hg)\,A\,D((hg)^{-1})\,D(h)=\bar A\,D(h),$$
because $hg$ runs over $G$ once as $g$ does. Cyclicity gives $\operatorname{tr}[D(g)AD(g^{-1})]=\operatorname{tr}[D(g^{-1})D(g)A]=\operatorname{tr}A$, so $\operatorname{tr}\bar A=\operatorname{tr}A$, and step 6 applied to $\bar A$ yields $\bar A=(\operatorname{tr}A/\dim V)\,\mathbb 1$.

```lean
/-- For an irreducible representation of a finite group on a nonzero finite-dimensional space,
the group average of any operator `A` is `tr A / dim V` times the identity. -/
theorem groupAverage_eq_mean_trace [Fintype G] [FiniteDimensional ℂ V] [Nontrivial V]
    {D : G →* Module.End ℂ V} (hirr : IrreducibleRep D) (A : Module.End ℂ V) :
    groupAverage D A
      = (LinearMap.trace ℂ V A / (Module.finrank ℂ V : ℂ)) • (1 : Module.End ℂ V) := by
  -- rearrangement g ↦ h g shows that the average commutes with D h
  have hc : Commutes D (groupAverage D A) := by
    intro h
    unfold groupAverage
    rw [mul_smul_comm, smul_mul_assoc, Finset.mul_sum, Finset.sum_mul]
    congr 1
    refine Fintype.sum_equiv (Equiv.mulLeft h) _ _ fun g => ?_
    have e : D (h * g)⁻¹ * D h = D g⁻¹ := by
      rw [← map_mul]
      congr 1
      group
    change D h * (D g * A * D g⁻¹) = D (h * g) * A * D (h * g)⁻¹ * D h
    rw [mul_assoc (D (h * g) * A), e, map_mul]
    simp only [mul_assoc]
  -- every term of the average has the trace of A
  have ht : ∀ g, LinearMap.trace ℂ V (D g * A * D g⁻¹) = LinearMap.trace ℂ V A := by
    intro g
    rw [LinearMap.trace_mul_comm, ← mul_assoc, ← map_mul, inv_mul_cancel, map_one, one_mul]
  have hn : (Fintype.card G : ℂ) ≠ 0 := Nat.cast_ne_zero.mpr Fintype.card_ne_zero
  have htr : LinearMap.trace ℂ V (groupAverage D A) = LinearMap.trace ℂ V A := by
    unfold groupAverage
    rw [map_smul, map_sum]
    simp only [ht]
    rw [Finset.sum_const, Finset.card_univ, nsmul_eq_mul, smul_eq_mul, inv_mul_cancel_left₀ hn]
  rw [← htr]
  exact commuting_eq_mean_trace hirr hc
```

In `hc` the relabelling is `Equiv.mulLeft h`, and `e` is the identity $D((hg)^{-1})D(h)=D(g^{-1})$. The statement `ht` is the trace of one term, and `htr` sums $|G|$ equal terms and cancels $|G|^{-1}$. The average uses $D(g^{-1})$ and not the adjoint of $D(g)$, so unitarity is again absent. For an infinite group the sum is not defined, and averages over continuous groups by integration are not covered.

## The two mirrors are irreducible

The opening example is formalised with `v 0` and `v 1` as the components $v_0$ and $v_1$.

```lean
/-- The two-dimensional state space with components `x` and `y`. -/
abbrev Plane := EuclideanSpace ℂ (Fin 2)

/-- The reflection `(x, y) ↦ (x, -y)`. -/
def mirrorV : Module.End ℂ Plane where
  toFun v := !₂[v 0, -v 1]
  map_add' u v := by
    ext i
    fin_cases i
    · simp
    · simp
      ring
  map_smul' c v := by ext i; fin_cases i <;> simp

/-- The reflection `(x, y) ↦ (y, x)`. -/
def mirrorD : Module.End ℂ Plane where
  toFun v := !₂[v 1, v 0]
  map_add' u v := by ext i; fin_cases i <;> simp
  map_smul' c v := by ext i; fin_cases i <;> simp
```

Each mirror is its own inverse, which makes it an invertible operator.

```lean
/-- The reflection `mirrorV` as an invertible operator. -/
def unitV : (Module.End ℂ Plane)ˣ where
  val := mirrorV
  inv := mirrorV
  val_inv := LinearMap.ext fun v => by ext i; fin_cases i <;> simp [mirrorV]
  inv_val := LinearMap.ext fun v => by ext i; fin_cases i <;> simp [mirrorV]

/-- The reflection `mirrorD` as an invertible operator. -/
def unitD : (Module.End ℂ Plane)ˣ where
  val := mirrorD
  inv := mirrorD
  val_inv := LinearMap.ext fun v => by ext i; fin_cases i <;> simp [mirrorD]
  inv_val := LinearMap.ext fun v => by ext i; fin_cases i <;> simp [mirrorD]
```

The group is the set of all products of the two mirrors and their inverses, and each element is represented by itself.

```lean
/-- The group generated by the two reflections. -/
def mirrorGroup : Subgroup (Module.End ℂ Plane)ˣ := Subgroup.closure {unitV, unitD}

/-- The defining representation of the group generated by the two reflections. -/
def mirrorRep : mirrorGroup →* Module.End ℂ Plane :=
  (Units.coeHom _).comp mirrorGroup.subtype
```

To prove irreducibility, let $U\ne0$ be invariant. If $v\in U$ has $v_0\ne0$, then $p=v+\sigma_vv=(2v_0,0)$ and $\sigma_dp=(0,2v_0)$ lie in $U$; divided by $2v_0$ they are the unit vectors $(1,0)$ and $(0,1)$. Any $w$ equals $\frac{w_0}{2v_0}\,p+\frac{w_1}{2v_0}\,\sigma_dp$, so $U$ is the plane. This is `key`, with the expansion as `hw`. If a nonzero $v\in U$ has $v_0=0$, then $v_1\ne0$ and `key` applies to $\sigma_dv$, whose first component is $v_1$. The theorem states irreducibility and $\dim=2$, so `hamiltonian_eq_real_scalar` applies to `mirrorRep` and gives a twofold level. The order of `mirrorGroup` is not part of the statement.

```lean
/-- The group generated by the two reflections acts irreducibly on a space of dimension two. -/
theorem irreducible_witness : IrreducibleRep mirrorRep ∧ Module.finrank ℂ Plane = 2 := by
  refine ⟨fun U hU => ?_, by simp⟩
  have hV : ∀ v ∈ U, mirrorV v ∈ U := fun v hv =>
    hU ⟨unitV, Subgroup.subset_closure (Set.mem_insert _ _)⟩ v hv
  have hD : ∀ v ∈ U, mirrorD v ∈ U := fun v hv =>
    hU ⟨unitD, Subgroup.subset_closure (Set.mem_insert_of_mem _ (Set.mem_singleton _))⟩ v hv
  -- a state with nonzero x component generates everything
  have key : ∀ v ∈ U, v 0 ≠ 0 → U = ⊤ := by
    intro v hv h0
    refine eq_top_iff.mpr fun w _ => ?_
    have hp : v + mirrorV v ∈ U := U.add_mem hv (hV v hv)
    have hw : w = (w 0 / (2 * v 0)) • (v + mirrorV v)
        + (w 1 / (2 * v 0)) • mirrorD (v + mirrorV v) := by
      ext i
      fin_cases i <;> simp [mirrorV, mirrorD] <;> field_simp <;> ring
    rw [hw]
    exact U.add_mem (U.smul_mem _ hp) (U.smul_mem _ (hD _ hp))
  by_cases hb : U = ⊥
  · exact Or.inl hb
  · right
    obtain ⟨v, hv, hv0⟩ := Submodule.exists_mem_ne_zero_of_ne_bot hb
    by_cases h0 : v 0 = 0
    · refine key _ (hD v hv) fun h1 => hv0 ?_
      have h1' : v 1 = 0 := by simpa [mirrorD] using h1
      ext i
      fin_cases i <;> simp [h0, h1']
    · exact key v hv h0

end

end SchurDegeneracy
```

```lean
#print axioms SchurDegeneracy.multiplet_energy
#print axioms SchurDegeneracy.hamiltonian_eq_real_scalar
#print axioms SchurDegeneracy.groupAverage_eq_mean_trace
```

```
'SchurDegeneracy.multiplet_energy' depends on axioms: [propext, Classical.choice, Quot.sound]
'SchurDegeneracy.hamiltonian_eq_real_scalar' depends on axioms: [propext, Classical.choice, Quot.sound]
'SchurDegeneracy.groupAverage_eq_mean_trace' depends on axioms: [propext, Classical.choice, Quot.sound]
```
